# Spin and pair operators of two fermion modes form commuting ladder algebras with S² + K² = 3/4

If I treat the spin and pair operators of one orbital as two independent spins one half, the state count fits, $2\times2=4$, but the squared lengths add up to $3/2$, twice the correct value. The correct claim, as I understand it, concerns two fermion modes $a,b$ with number operators $n_a=a^\dagger a$ and $n_b=b^\dagger b$. The operators

$$S_+=a^\dagger b,\quad S_z=\tfrac12(n_a-n_b),\qquad K_+=a^\dagger b^\dagger,\quad K_z=\tfrac12(n_a+n_b-1)$$

and the adjoints $S_-,K_-$ form two mutually commuting ladder algebras with $S^2+K^2=3/4$. Can this be derived rigorously from the anticommutation relations alone, and checked by machine in Lean?

## Single occupancy separates the two algebras

Yes. The relations are $a^2=b^2=0$, $\{a,b\}=\{a,b^\dagger\}=0$ and $\{a,a^\dagger\}=\{b,b^\dagger\}=1$, together with their adjoints. They give $n_aa^\dagger=a^\dagger$, $a^\dagger n_a=0$, $n_aa=0$, $an_a=a$ and $n_a^2=n_a$, and likewise for $b$. Each number operator commutes with the operators of the other mode, because two signs cancel.

**Raising relations.** From these rules,

$$n_aS_+=S_+,\quad n_bS_+=0,\quad S_+n_a=0,\quad S_+n_b=S_+,$$
$$n_aK_+=n_bK_+=K_+,\quad K_+n_a=K_+n_b=0.$$

Hence $S_zS_+=\tfrac12S_+=-S_+S_z$ and $K_zK_+=\tfrac12K_+=-K_+K_z$, so $[S_z,S_+]=S_+$ and $[K_z,K_+]=K_+$.

**Products with the adjoints.** With $S_-=b^\dagger a$ and $K_-=ba$,

$$S_+S_-=n_a(1-n_b),\qquad S_-S_+=(1-n_a)n_b,$$
$$K_+K_-=n_an_b,\qquad K_-K_+=(1-n_a)(1-n_b).$$

The differences are $n_a-n_b=2S_z$ and $n_a+n_b-1=2K_z$.

**Squared lengths.** The squared length of the spin is $S^2=S_z^2+\tfrac12(S_+S_-+S_-S_+)$, and $K^2$ is defined in the same way from the pair operators. Let $d=n_a-n_b$ and $Q=d^2=n_a+n_b-2n_an_b$. The sums of the products above are $Q$ and $1-Q$. Also $S_z^2=\tfrac14Q$ and $K_z^2=\tfrac14(1-Q)$. Therefore

$$S^2=\tfrac14Q+\tfrac12Q=\tfrac34Q,\qquad K^2=\tfrac34(1-Q),\qquad S^2+K^2=\tfrac34.$$

**Commutation.** We have $dS_+=S_+=-S_+d$ and $d^3=d$, so $QX=XQ=X$ for $X=S_+,S_z$ and, by adjoints, $S_-$. In particular $Q^2=Q$. Also $dK_+=K_+d=0$ and $dK_z=K_zd=0$, so $QY=YQ=0$ for every pair operator $Y$. Thus $XY=XQY=0$ and $YX=YQX=0$: the operators commute because both products vanish.

If $a$ and $b$ are the spin-up and spin-down modes of one orbital, $Q$ selects single occupancy. In a lattice model such as Hubbard's, this separates the local moment of a single site from its empty and doubly occupied states.

## The operators and relations in Lean

The modes are elements of a ring `A` that is a complex algebra, with `star` as the adjoint. `StarModule ℂ A` says that the adjoint conjugates scalars. `TwoFermionModes a b` contains the six anticommutation relations, the only physical hypothesis; no Hilbert space or dimension is fixed.

`IsLadder P Z` means $Z^\dagger=Z$, $[Z,P]=P$ and $[P,P^\dagger]=2Z$. `casimir P Z` is $Z^2+\tfrac12(PP^\dagger+P^\dagger P)$, `triple P Z` is the set $\{P,P^\dagger,Z\}$, and `single a b` is $Q$.

The theorem `spin_and_pair_algebras` states both ladder algebras, the commutation of every spin operator with every pair operator, and the Casimir sum as $3/4$ times the identity. It treats two modes, not sums over several orbitals, and involves no Hamiltonian.

```lean
import Mathlib

namespace FermionSpinAndPairs

noncomputable section

variable {A : Type*} [Ring A] [StarRing A]

/-- The canonical anticommutation relations of two fermion modes with annihilators `a` and `b`;
`star` is the adjoint. -/
structure TwoFermionModes (a b : A) : Prop where
  sq_a : a * a = 0
  sq_b : b * b = 0
  anti : a * b + b * a = 0
  car_a : a * star a + star a * a = 1
  car_b : b * star b + star b * b = 1
  mixed : a * star b + star b * a = 0

/-- The number operator `a† a` of a mode. -/
def number (a : A) : A := star a * a

/-- The spin raising operator `S+ = a† b`, which moves a fermion from mode `b` to mode `a`. -/
def spinPlus (a b : A) : A := star a * b

/-- The pair creation operator `K+ = a† b†`. -/
def pairPlus (a b : A) : A := star a * star b

/-- The square `(n_a - n_b)²` of the difference of the two occupation numbers. -/
def single (a b : A) : A := (number a - number b) * (number a - number b)

/-- The three operators of a ladder: `P`, its adjoint, and `Z`. -/
def triple (P Z : A) : Set A := {P, star P, Z}

/-- Two adjacent operators of the two modes can be brought to the order `a†, a, b†, b`. -/
theorem TwoFermionModes.normal_order {a b : A} (h : TwoFermionModes a b) :
    a * a = 0 ∧ b * b = 0 ∧ star a * star a = 0 ∧ star b * star b = 0 ∧
    a * star a = 1 - star a * a ∧ b * star b = 1 - star b * b ∧
    b * a = -(a * b) ∧ b * star a = -(star a * b) ∧
    star b * a = -(a * star b) ∧ star b * star a = -(star a * star b) := by
  -- the relations not listed in the structure are adjoints of listed ones
  have h1 : star a * star a = 0 := by rw [← star_mul, h.sq_a, star_zero]
  have h2 : star b * star b = 0 := by rw [← star_mul, h.sq_b, star_zero]
  have h3 := congrArg star h.anti
  have h4 := congrArg star h.mixed
  simp only [star_add, star_mul, star_star, star_zero] at h3 h4
  exact ⟨h.sq_a, h.sq_b, h1, h2, eq_sub_of_add_eq h.car_a, eq_sub_of_add_eq h.car_b,
    eq_neg_of_add_eq_zero_right h.anti, eq_neg_of_add_eq_zero_left h4,
    eq_neg_of_add_eq_zero_right h.mixed, eq_neg_of_add_eq_zero_left h3⟩

/-- The same reordering holds when a further operator `x` stands to the right. -/
theorem TwoFermionModes.normal_order_left {a b : A} (h : TwoFermionModes a b) (x : A) :
    a * (a * x) = 0 ∧ b * (b * x) = 0 ∧
    star a * (star a * x) = 0 ∧ star b * (star b * x) = 0 ∧
    a * (star a * x) = x - star a * (a * x) ∧ b * (star b * x) = x - star b * (b * x) ∧
    b * (a * x) = -(a * (b * x)) ∧ b * (star a * x) = -(star a * (b * x)) ∧
    star b * (a * x) = -(a * (star b * x)) ∧
    star b * (star a * x) = -(star a * (star b * x)) := by
  obtain ⟨h1, h2, h3, h4, h5, h6, h7, h8, h9, h10⟩ := h.normal_order
  refine ⟨?_, ?_, ?_, ?_, ?_, ?_, ?_, ?_, ?_, ?_⟩ <;>
    simp only [← mul_assoc, h1, h2, h3, h4, h5, h6, h7, h8, h9, h10,
      zero_mul, sub_mul, neg_mul, one_mul]

variable [Algebra ℂ A]

/-- The spin component `Sz = (n_a - n_b)/2`. -/
def spinZ (a b : A) : A := (1 / 2 : ℂ) • (number a - number b)

/-- The pair component `Kz = (n_a + n_b - 1)/2`. -/
def pairZ (a b : A) : A := (1 / 2 : ℂ) • (number a + number b - 1)

/-- A ladder algebra: `Z` is self-adjoint, `[Z, P] = P` and `[P, P†] = 2 Z`. -/
structure IsLadder (P Z : A) : Prop where
  selfAdjoint : star Z = Z
  raise : Z * P - P * Z = P
  comm : P * star P - star P * P = (2 : ℂ) • Z

/-- The operator `Z² + (P P† + P† P)/2`. If `P` and `Z` form a ladder algebra, this is its Casimir
operator, or squared length. -/
def casimir (P Z : A) : A := Z * Z + (1 / 2 : ℂ) • (P * star P + star P * P)

/-- In a ladder algebra the adjoint of `P` lowers `Z` by one unit: `[Z, P†] = -P†`. -/
theorem IsLadder.lower {P Z : A} (h : IsLadder P Z) :
    Z * star P - star P * Z = -star P := by
  have h1 := congrArg star h.raise
  simp only [star_sub, star_mul, h.selfAdjoint] at h1
  rw [← neg_sub, h1]

/-- For two fermion modes, `S+` and `Sz` form a ladder algebra, and so do `K+` and `Kz`. -/
theorem ladders [StarModule ℂ A] {a b : A} (h : TwoFermionModes a b) :
    IsLadder (spinPlus a b) (spinZ a b) ∧ IsLadder (pairPlus a b) (pairZ a b) := by
  have hs : star (1 / 2 : ℂ) = 1 / 2 := by norm_num
  refine ⟨⟨?_, ?_, ?_⟩, ⟨?_, ?_, ?_⟩⟩
  -- self-adjointness of the two diagonal operators
  case refine_1 => simp only [spinZ, number, star_smul, hs, star_sub, star_mul, star_star]
  case refine_4 =>
    simp only [pairZ, number, star_smul, hs, star_sub, star_add, star_mul, star_star, star_one]
  -- the commutators, by normal ordering
  all_goals
    simp only [spinPlus, spinZ, pairPlus, pairZ, number, star_mul, star_star, mul_assoc,
      mul_add, add_mul, mul_sub, sub_mul, mul_neg, neg_mul, smul_mul_assoc, mul_smul_comm,
      h.normal_order, h.normal_order_left, mul_one, one_mul, mul_zero]
    module

/-- For two fermion modes, the product of any spin operator with any pair operator vanishes,
in either order. -/
theorem products_vanish {a b : A} (h : TwoFermionModes a b) :
    ∀ X ∈ triple (spinPlus a b) (spinZ a b), ∀ Y ∈ triple (pairPlus a b) (pairZ a b),
      X * Y = 0 ∧ Y * X = 0 := by
  rintro X (rfl | rfl | rfl) Y (rfl | rfl | rfl) <;> constructor <;>
    simp only [spinPlus, spinZ, pairPlus, pairZ, number, star_mul, star_star, mul_assoc,
      mul_add, add_mul, mul_sub, sub_mul, mul_neg, neg_mul, smul_mul_assoc, mul_smul_comm,
      h.normal_order, h.normal_order_left, mul_one, one_mul, mul_zero] <;> module

/-- For two fermion modes, `(n_a - n_b)²` is idempotent, `S²` is `3/4` times it, and `K²` is
`3/4` times its complement. -/
theorem casimir_sectors {a b : A} (h : TwoFermionModes a b) :
    single a b * single a b = single a b ∧
    casimir (spinPlus a b) (spinZ a b) = (3 / 4 : ℂ) • single a b ∧
    casimir (pairPlus a b) (pairZ a b) = (3 / 4 : ℂ) • (1 - single a b) := by
  refine ⟨?_, ?_, ?_⟩ <;>
    simp only [casimir, single, spinPlus, spinZ, pairPlus, pairZ, number, star_mul, star_star,
      mul_assoc, mul_add, add_mul, mul_sub, sub_mul, mul_neg, neg_mul, smul_mul_assoc,
      mul_smul_comm, h.normal_order, h.normal_order_left, mul_one, one_mul, mul_zero,
      zero_mul] <;> module

/-- For two fermion modes, the spin and the pair operators form two ladder algebras that commute
with each other, and their Casimir operators satisfy `S² + K² = 3/4`. -/
theorem spin_and_pair_algebras [StarModule ℂ A] {a b : A} (h : TwoFermionModes a b) :
    IsLadder (spinPlus a b) (spinZ a b) ∧ IsLadder (pairPlus a b) (pairZ a b) ∧
    (∀ X ∈ triple (spinPlus a b) (spinZ a b), ∀ Y ∈ triple (pairPlus a b) (pairZ a b),
      X * Y = Y * X) ∧
    casimir (spinPlus a b) (spinZ a b) + casimir (pairPlus a b) (pairZ a b)
      = (3 / 4 : ℂ) • (1 : A) := by
  refine ⟨(ladders h).1, (ladders h).2, fun X hX Y hY => ?_, ?_⟩
  · obtain ⟨h1, h2⟩ := products_vanish h X hX Y hY
    rw [h1, h2]
  · -- the two complementary idempotents add up to the identity
    rw [(casimir_sectors h).2.1, (casimir_sectors h).2.2]
    module

/-- Two explicit 4×4 matrices, written in the occupation basis `00, 01, 10, 11`, satisfy the
anticommutation relations of two fermion modes. -/
theorem twoFermionModes_witness :
    TwoFermionModes (A := Matrix (Fin 4) (Fin 4) ℂ)
      !![0, 0, 1, 0; 0, 0, 0, 1; 0, 0, 0, 0; 0, 0, 0, 0]
      !![0, 1, 0, 0; 0, 0, 0, 0; 0, 0, 0, -1; 0, 0, 0, 0] := by
  -- the two creation operators as explicit matrices
  have ha : (!![0, 0, 1, 0; 0, 0, 0, 1; 0, 0, 0, 0; 0, 0, 0, 0] :
      Matrix (Fin 4) (Fin 4) ℂ).conjTranspose
      = !![0, 0, 0, 0; 0, 0, 0, 0; 1, 0, 0, 0; 0, 1, 0, 0] := by
    ext i j
    fin_cases i <;> fin_cases j <;> simp [Matrix.conjTranspose_apply]
  have hb : (!![0, 1, 0, 0; 0, 0, 0, 0; 0, 0, 0, -1; 0, 0, 0, 0] :
      Matrix (Fin 4) (Fin 4) ℂ).conjTranspose
      = !![0, 0, 0, 0; 1, 0, 0, 0; 0, 0, 0, 0; 0, 0, -1, 0] := by
    ext i j
    fin_cases i <;> fin_cases j <;> simp [Matrix.conjTranspose_apply]
  constructor <;> ext i j <;> fin_cases i <;> fin_cases j <;>
    simp [Matrix.mul_apply, Fin.sum_univ_succ, Matrix.star_eq_conjTranspose, ha, hb]

end

end FermionSpinAndPairs
```

```lean
#print axioms FermionSpinAndPairs.IsLadder.lower
-- 'FermionSpinAndPairs.IsLadder.lower' depends on axioms: [propext, Classical.choice, Quot.sound]
#print axioms FermionSpinAndPairs.spin_and_pair_algebras
-- 'FermionSpinAndPairs.spin_and_pair_algebras' depends on axioms: [propext, Classical.choice, Quot.sound]
```

## Reordering to a†, a, b†, b

The Lean proof expands products directly where the derivation above uses $Q$ as a shortcut. `normal_order` collects the exchange rules, obtaining the missing ones by adjoints. `normal_order_left` repeats them with a further factor on the right, so that they also apply inside longer products.

In `ladders`, `products_vanish` and `casimir_sectors`, `simp only` expands the definitions and reorders every term; `module` then compares coefficients. The two self-adjointness claims in `ladders` are closed by `simp only` alone, without reordering. `products_vanish` runs through all nine pairs in both orders. The main theorem combines these results, with $Q$ and $1-Q$ adding to the identity.

`IsLadder.lower` takes the adjoint of the raising relation to get $[Z,P^\dagger]=-P^\dagger$. Finally, `twoFermionModes_witness` checks entry by entry that two explicit $4\times4$ matrices satisfy the relations; the entry $-1$ is the fermionic sign in $b|11\rangle=-|10\rangle$.
